# Lag products divided by $N$ give a positive semidefinite Toeplitz matrix; divided by $N-t$ they need not

Take $N>0$ real samples $x_0,\dots,x_{N-1}$, subtract their mean to get $y_i$, and for a lag $t\ge 0$ let $S(t)$ be the sum of the products $y_i y_{i+t}$ over all pairs inside the data. With $C(t)=S(t)/N$, the $M\times M$ matrix $\Gamma_{jk}=C(|j-k|)$ is positive semidefinite for every size $M$: $v^{T}\Gamma v\ge 0$ for all real vectors $v$. It is positive definite when some $y_i$ is nonzero. With $\tilde C(t)=S(t)/(N-t)$ in place of $C(t)$ the property can fail, and it does for the data $(1,0,-1)$ at $M=3$.

In a stationary Monte Carlo or molecular dynamics run, $v^{T}\Gamma v$ serves as an estimate of the variance of a weighted sum of $M$ consecutive samples, and the result fixes the sign of this estimate, though not its accuracy, for one finite series of a real scalar observable. That probabilistic reading is motivation only, since the theorems below concern a fixed list of numbers and contain no random variable, no stationarity assumption and no limit of large $N$.

```lean
import Mathlib

open Matrix Finset

namespace EmpiricalAutocovariance

noncomputable section
```

## Data, lag sums and the two divisors

A series is a function `ℕ → ℝ` indexed from 0, of which only the values with index below $N$ enter. The sample mean is $\bar x=\frac1N\sum_{i=0}^{N-1}x_i$.

```lean
/-- Sample mean of the first `N` values of a series. -/
def mean (x : ℕ → ℝ) (N : ℕ) : ℝ := (∑ i ∈ range N, x i) / N
```

The centred series is $y_i=x_i-\bar x$.

```lean
/-- The series with the sample mean of its first `N` values subtracted. -/
def centred (x : ℕ → ℝ) (N : ℕ) : ℕ → ℝ := fun i => x i - mean x N
```

For any series $y$ the lag sum is
$$S(t)=\sum_{i\ge 0,\; i+t<N} y_i\,y_{i+t}.$$
It has $N-t$ terms for $t<N$ and is empty, hence zero, for $t\ge N$. The data are not wrapped around periodically.

```lean
/-- Sum of the products `y i * y (i + t)` over all pairs inside the first `N` samples. -/
def lagSum (y : ℕ → ℝ) (N t : ℕ) : ℝ :=
  ∑ i ∈ (range N).filter (fun i => i + t < N), y i * y (i + t)
```

The first normalisation uses one divisor for all lags, $C(t)=S(t)/N$.

```lean
/-- Empirical lag-`t` product sum divided by the data length `N`. -/
def acov (y : ℕ → ℝ) (N t : ℕ) : ℝ := lagSum y N t / N
```

The second divides by the number of pairs, $\tilde C(t)=S(t)/(N-t)$, with the subtraction done in the reals. This is meaningful for $t<N$. For $t\ge N$ there are no pairs, and the Lean definition returns $0$ (at $t=N$ only through the convention $0/0=0$). The example below uses only lags $t<N$. The name `acovUnbiased` follows common usage: for a stationary process of known zero mean, each of the $N-t$ products has the true autocovariance as its expectation. When the sample mean is subtracted instead, as in the example below, the estimate is in general biased despite the name.

```lean
/-- Empirical lag-`t` product sum divided by the real number `N - t`, which is the number of pairs
when `t < N`. -/
def acovUnbiased (y : ℕ → ℝ) (N t : ℕ) : ℝ := lagSum y N t / ((N : ℝ) - t)
```

A sequence $c(0),c(1),\dots$ defines the Toeplitz matrix with entries $c(|j-k|)$ for $j,k=0,\dots,M-1$, where `Nat.dist j k` is $|j-k|$. The size $M$ is independent of $N$ and may exceed it, in which case the entries of $\Gamma$ with $|j-k|\ge N$ vanish.

```lean
/-- The `M × M` symmetric Toeplitz matrix with entries `c |j - k|`. -/
def toeplitz (c : ℕ → ℝ) (M : ℕ) : Matrix (Fin M) (Fin M) ℝ :=
  Matrix.of fun j k => c (Nat.dist j k)
```

The argument works with delayed copies of the data padded by zeros. At integer time $s\ge 0$,
$$d_j(s)=\begin{cases} y_{s-j} & j\le s<N+j,\\ 0 & \text{otherwise.}\end{cases}$$

```lean
/-- The first `N` samples delayed by `j` steps and padded with zeros, read at time `s`. -/
def delayed (y : ℕ → ℝ) (N j s : ℕ) : ℝ := if j ≤ s ∧ s < N + j then y (s - j) else 0
```

The series $r_i=1-i$ starts with $1,0,-1$ and supplies the counterexample at $N=3$.

```lean
/-- The series `1 - i`, whose first three values are `1, 0, -1`. -/
def ramp : ℕ → ℝ := fun i => 1 - (i : ℝ)
```

## Lag sums as overlaps of delayed copies

Take two delays $j,k$ and a window $0\le s<L$ that contains both copies, so $N+j\le L$ and $N+k\le L$. Suppose first that $j=k+t$ with $t\ge0$. The product $d_{k+t}(s)\,d_k(s)$ can be nonzero only if $k+t\le s<N+k$. Setting $i=s-k-t$ turns this range into $i\ge0$, $i+t<N$, and turns the product into $y_i\,y_{i+t}$. The case $k\ge j$ follows by exchanging the two factors. Therefore
$$\sum_{s=0}^{L-1} d_j(s)\,d_k(s)=S(|j-k|).$$

In the Lean proof `aux` is the case $j=k+t$. It applies `Finset.sum_of_injOn` to the map $i\mapsto s=i+(k+t)$, and the four goals are the parts of a change of summation index: the map is injective, it lands in the window, terms at times outside its image vanish, and terms at matching indices agree. The split on `le_total k j` chooses the larger delay, and `mul_comm` exchanges the factors.

```lean
/-- The overlap of two delayed, zero-padded copies of the data over a window containing
both is the lag sum at the difference of the delays. -/
theorem delayed_overlap (y : ℕ → ℝ) (N L j k : ℕ) (hj : N + j ≤ L) (hk : N + k ≤ L) :
    ∑ s ∈ range L, delayed y N j s * delayed y N k s = lagSum y N (Nat.dist j k) := by
  have aux : ∀ k t, N + (k + t) ≤ L →
      lagSum y N t = ∑ s ∈ range L, delayed y N (k + t) s * delayed y N k s := by
    intro k t hL
    -- the pair `(i, i + t)` appears at time `s = i + k + t`
    refine Finset.sum_of_injOn (fun i => i + (k + t)) ?_ ?_ ?_ ?_
    · intro a _ b _ h
      exact Nat.add_right_cancel h
    · intro i hi
      have hi' := (Finset.mem_filter.mp (Finset.mem_coe.mp hi)).2
      exact Finset.mem_coe.mpr (Finset.mem_range.mpr (by show i + (k + t) < L; omega))
    · intro s _ hn
      unfold delayed
      split_ifs with h1 h2
      · exfalso
        refine hn ⟨s - (k + t), ?_, ?_⟩
        · exact Finset.mem_coe.mpr
            (Finset.mem_filter.mpr ⟨Finset.mem_range.mpr (by omega), by omega⟩)
        · show s - (k + t) + (k + t) = s
          omega
      all_goals simp
    · intro i hi
      have hi' := (Finset.mem_filter.mp hi).2
      have e1 : i + (k + t) - (k + t) = i := by omega
      have e2 : i + (k + t) - k = i + t := by omega
      have c1 : k + t ≤ i + (k + t) ∧ i + (k + t) < N + (k + t) := by omega
      have c2 : k ≤ i + (k + t) ∧ i + (k + t) < N + k := by omega
      show y i * y (i + t) = delayed y N (k + t) (i + (k + t)) * delayed y N k (i + (k + t))
      unfold delayed
      rw [if_pos c1, if_pos c2, e1, e2]
  rcases le_total k j with h | h
  · obtain ⟨t, rfl⟩ := Nat.exists_eq_add_of_le h
    have hd : Nat.dist (k + t) k = t := by unfold Nat.dist; omega
    rw [hd, aux k t hj]
  · obtain ⟨t, rfl⟩ := Nat.exists_eq_add_of_le h
    have hd : Nat.dist j (j + t) = t := by unfold Nat.dist; omega
    rw [hd, aux j t hk]
    exact Finset.sum_congr rfl fun s _ => mul_comm _ _
```

## The quadratic form as a sum of squares

Positive semidefiniteness in Mathlib includes the requirement that the matrix be Hermitian, which for real entries means symmetric. Symmetry holds for any sequence $c$ because $|j-k|=|k-j|$.

```lean
/-- A matrix with real entries `c |j - k|` is symmetric. -/
theorem toeplitz_isHermitian (c : ℕ → ℝ) (M : ℕ) : (toeplitz c M).IsHermitian := by
  ext j k
  simp only [toeplitz, conjTranspose_apply, of_apply, star_trivial]
  rw [Nat.dist_comm]
```

For real weights $v_0,\dots,v_{M-1}$ define the filtered series $f(s)=\sum_{j=0}^{M-1}d_j(s)\,v_j$. All delays satisfy $j<M$, so the window $L=N+M$ contains every copy. Using $N\,C(|j-k|)=S(|j-k|)$ and then the overlap formula,
$$N\,v^{T}\Gamma v=\sum_{j,k}v_j\,S(|j-k|)\,v_k=\sum_{j,k}\sum_{s=0}^{N+M-1}d_j(s)v_j\;d_k(s)v_k=\sum_{s=0}^{N+M-1}f(s)^2 .$$
The first equality uses that the divisor is the same for every entry and so cancels against the prefactor $N$; a divisor $N-|j-k|$ would leave a lag-dependent factor inside the double sum.

The left side in Lean is `(N : ℝ) * (v ⬝ᵥ toeplitz (acov y N) M *ᵥ v)`. The hypothesis `0 < N` says that there is at least one sample, which allows the cancellation in `hG`, the entrywise identity $N\,C(|j-k|)=\sum_s d_j(s)d_k(s)$. The three `calc` steps write the form as a double sum, insert `hG`, and match the triple sum with the squares, which `Finset.sum_mul_sum` expands before `Finset.sum_comm` reorders the sums.

```lean
/-- `N` times the quadratic form of the Toeplitz matrix of `acov` is the sum of squares of
the zero-padded data filtered with weights `v`. -/
theorem quadForm_eq_sum_sq (y : ℕ → ℝ) (N M : ℕ) (hN : 0 < N) (v : Fin M → ℝ) :
    (N : ℝ) * (v ⬝ᵥ toeplitz (acov y N) M *ᵥ v)
      = ∑ s ∈ range (N + M), (∑ j : Fin M, delayed y N j s * v j) ^ 2 := by
  have hN' : (N : ℝ) ≠ 0 := Nat.cast_ne_zero.mpr hN.ne'
  have hG : ∀ j k : Fin M, (N : ℝ) * acov y N (Nat.dist j k)
      = ∑ s ∈ range (N + M), delayed y N j s * delayed y N k s := by
    intro j k
    have hj := j.isLt
    have hk := k.isLt
    rw [delayed_overlap y N (N + M) j k (by omega) (by omega)]
    unfold acov
    field_simp
  calc (N : ℝ) * (v ⬝ᵥ toeplitz (acov y N) M *ᵥ v)
      = ∑ j : Fin M, ∑ k : Fin M, v j * ((N : ℝ) * acov y N (Nat.dist j k)) * v k := by
        simp only [dotProduct, mulVec, toeplitz, of_apply, Finset.mul_sum]
        exact sum_congr rfl fun j _ => sum_congr rfl fun k _ => by ring
    _ = ∑ j : Fin M, ∑ k : Fin M, ∑ s ∈ range (N + M),
          (delayed y N j s * v j) * (delayed y N k s * v k) := by
        refine sum_congr rfl fun j _ => sum_congr rfl fun k _ => ?_
        rw [hG, Finset.mul_sum, Finset.sum_mul]
        exact sum_congr rfl fun s _ => by ring
    _ = _ := by
        symm
        simp only [sq, Finset.sum_mul_sum]
        rw [Finset.sum_comm]
        exact sum_congr rfl fun j _ => Finset.sum_comm
```

A sum of squares is nonnegative and $N$ is positive, so $v^{T}\Gamma v\ge0$. Nothing so far used that the data are centred, and the theorem holds for any real series $y$. The lemma `posSemidef_iff_dotProduct_mulVec` reduces `PosSemidef` to symmetry and nonnegativity of the form, and `mul_nonneg_iff_of_pos_left` supplies the factor $N$.

```lean
/-- For any real data of length `N > 0`, the lag sums divided by `N` form a positive
semidefinite Toeplitz matrix of every size. -/
theorem acov_posSemidef (y : ℕ → ℝ) (N M : ℕ) (hN : 0 < N) :
    (toeplitz (acov y N) M).PosSemidef := by
  have hN' : (0 : ℝ) < N := Nat.cast_pos.mpr hN
  refine posSemidef_iff_dotProduct_mulVec.mpr ⟨toeplitz_isHermitian _ _, fun v => ?_⟩
  rw [star_trivial, ← mul_nonneg_iff_of_pos_left hN', quadForm_eq_sum_sq y N M hN]
  exact sum_nonneg fun s _ => sq_nonneg _
```

Applying this to $y_i=x_i-\bar x$ gives the statement for centred data, for every $x$, every $N>0$ and every $M$. At $N=1$ the single centred sample is zero and $\Gamma$ is the zero matrix, so semidefiniteness is all that holds in general.

```lean
/-- The empirical autocovariances of mean-subtracted data, normalised by `N`, form a
positive semidefinite Toeplitz matrix of every size. -/
theorem centred_acov_posSemidef (x : ℕ → ℝ) (N M : ℕ) (hN : 0 < N) :
    (toeplitz (acov (centred x N) N) M).PosSemidef :=
  acov_posSemidef _ N M hN
```

## Strict positivity when a sample is nonzero

Assume $y_i\ne0$ for some $i<N$; for centred data this means that the observable fluctuates at all during the run. Let $v\neq0$, let $i_0$ be the first index with $y_{i_0}\ne0$, and let $j_0$ be the first index with $v_{j_0}\neq0$. Evaluate $f$ at $s_0=i_0+j_0$, which lies in the window since $i_0<N$ and $j_0<M$. Terms with $j<j_0$ vanish because $v_j=0$. For $j>j_0$, either $s_0<j$ and the copy has not started, or $s_0-j<i_0$ and the sample is zero by the choice of $i_0$. Only $j=j_0$ remains:
$$f(s_0)=y_{i_0}v_{j_0}\neq0,\qquad N\,v^{T}\Gamma v\ge f(s_0)^2>0 .$$

In Lean, `Nat.find` yields $i_0$ with its minimality `himin`, and `Finset.exists_min_image` yields $j_0$ with `hjmin`. The evaluation of $f(s_0)$ is `hs`, where `Finset.sum_eq_single j0` discards the other terms, and `Finset.sum_pos'` concludes from nonnegative terms with one positive term. Positivity of $N$ follows from $i_0<N$ and is not assumed separately.

```lean
/-- If one of the `N` samples is nonzero, the Toeplitz matrix of lag sums divided by `N` is
positive definite for every size. -/
theorem acov_posDef (y : ℕ → ℝ) (N M : ℕ) (hy : ∃ i, i < N ∧ y i ≠ 0) :
    (toeplitz (acov y N) M).PosDef := by
  classical
  obtain ⟨i0, ⟨hiN, hi0⟩, himin⟩ :
      ∃ i0, (i0 < N ∧ y i0 ≠ 0) ∧ ∀ m, m < i0 → ¬ (m < N ∧ y m ≠ 0) :=
    ⟨Nat.find hy, Nat.find_spec hy, fun m hm => Nat.find_min hy hm⟩
  have hN : 0 < N := by omega
  have hN' : (0 : ℝ) < N := Nat.cast_pos.mpr hN
  refine posDef_iff_dotProduct_mulVec.mpr ⟨toeplitz_isHermitian _ _, ?_⟩
  intro v hv
  obtain ⟨j1, hj1⟩ := Function.ne_iff.mp hv
  obtain ⟨j0, hj0, hjmin⟩ := Finset.exists_min_image (univ.filter fun j => v j ≠ 0)
    (fun j : Fin M => j.val) ⟨j1, mem_filter.mpr ⟨mem_univ _, hj1⟩⟩
  have hv0 : v j0 ≠ 0 := (mem_filter.mp hj0).2
  have hjM := j0.isLt
  -- at the first time where the filtered series can respond, one term survives
  have hs : ∑ j : Fin M, delayed y N j (i0 + j0) * v j = y i0 * v j0 := by
    rw [Finset.sum_eq_single j0]
    · have c : (j0 : ℕ) ≤ i0 + j0 ∧ i0 + (j0 : ℕ) < N + j0 := by omega
      unfold delayed
      rw [if_pos c, Nat.add_sub_cancel]
    · intro j _ hne
      by_cases hvj : v j = 0
      · rw [hvj, mul_zero]
      · have h1 : (j0 : ℕ) ≤ j := hjmin j (mem_filter.mpr ⟨mem_univ _, hvj⟩)
        have h2 : (j : ℕ) ≠ j0 := fun h => hne (Fin.ext h)
        unfold delayed
        split_ifs with c
        · have h3 : y (i0 + j0 - j) = 0 := by
            by_contra h
            exact himin _ (by omega) ⟨by omega, h⟩
          rw [h3, zero_mul]
        · rw [zero_mul]
    · intro h
      exact absurd (mem_univ _) h
  rw [star_trivial, ← mul_pos_iff_of_pos_left hN', quadForm_eq_sum_sq y N M hN]
  refine Finset.sum_pos' (fun s _ => sq_nonneg _) ⟨i0 + j0, mem_range.mpr (by omega), ?_⟩
  rw [hs]
  exact lt_of_le_of_ne (sq_nonneg _) (pow_ne_zero 2 (mul_ne_zero hi0 hv0)).symm
```

## Bound on each lag and sign of the block variance

With the window $L=N+t$, the overlap formula gives $\sum_s d_t(s)^2=\sum_s d_0(s)^2=S(0)$ and $\sum_s d_t(s)d_0(s)=S(t)$. Hence
$$0\le\sum_s\bigl(d_t(s)\pm d_0(s)\bigr)^2=2S(0)\pm2S(t),$$
so $|S(t)|\le S(0)$, and division by $N>0$ gives $|C(t)|\le C(0)$ for every lag and any series. The three overlaps are `h1`, `h2`, `h3`, the two signs are `p` and `m`, and `linarith` finishes after the squares are expanded.

```lean
/-- With normalisation by `N`, no lag exceeds lag zero in magnitude. -/
theorem abs_acov_le (y : ℕ → ℝ) (N t : ℕ) (hN : 0 < N) : |acov y N t| ≤ acov y N 0 := by
  have hN' : (0 : ℝ) < N := Nat.cast_pos.mpr hN
  have h1 := delayed_overlap y N (N + t) t 0 le_rfl (by omega)
  have h2 := delayed_overlap y N (N + t) t t le_rfl le_rfl
  have h3 := delayed_overlap y N (N + t) 0 0 (by omega) (by omega)
  rw [Nat.dist_zero_right] at h1
  rw [Nat.dist_self] at h2 h3
  have p : 0 ≤ ∑ s ∈ range (N + t), (delayed y N t s + delayed y N 0 s) ^ 2 :=
    sum_nonneg fun s _ => sq_nonneg _
  have m : 0 ≤ ∑ s ∈ range (N + t), (delayed y N t s - delayed y N 0 s) ^ 2 :=
    sum_nonneg fun s _ => sq_nonneg _
  simp only [sq, add_mul, mul_add, sub_mul, mul_sub, sum_add_distrib, sum_sub_distrib,
    mul_comm (delayed y N 0 _) (delayed y N t _), h1, h2, h3] at p m
  unfold acov
  rw [abs_div, abs_of_pos hN']
  exact div_le_div_of_nonneg_right (abs_le.mpr ⟨by linarith, by linarith⟩) hN'.le
```

For a stationary process the variance of the mean of $M$ consecutive samples is $M^{-2}$ times the sum of the true autocovariances at lags $|j-k|$ over $j,k=0,\dots,M-1$. Inserting the empirical values for centred data defines the estimate
$$V_M=\frac{1}{M^2}\sum_{j,k=0}^{M-1}C(|j-k|),$$
which is $v^{T}\Gamma v/M^2$ for $v=(1,\dots,1)$ and therefore nonnegative. Lean writes $M=m+1$, so the block has at least one sample, and at $M=1$ the claim reads $C(0)\ge0$. In the double sum lag 0 occurs $M$ times and each lag $1\le t<M$ occurs $2(M-t)$ times; the theorem concerns this weighting, and a sum of lags cut off with equal weights is a different quantity that it does not address. The proof feeds `fun _ => 1` to `dotProduct_mulVec_nonneg` and divides by a square.

```lean
/-- The estimate `M⁻² ∑ C(|j - k|)` of the variance of a mean over a block of
`M = m + 1` samples, built from autocovariances normalised by `N`, is nonnegative. -/
theorem block_variance_nonneg (x : ℕ → ℝ) (N m : ℕ) (hN : 0 < N) :
    0 ≤ (∑ j : Fin (m + 1), ∑ k : Fin (m + 1), acov (centred x N) N (Nat.dist j k))
      / ((m : ℝ) + 1) ^ 2 := by
  have h := (centred_acov_posSemidef x N (m + 1) hN).dotProduct_mulVec_nonneg (fun _ => 1)
  simp only [star_trivial, dotProduct, mulVec, toeplitz, of_apply, mul_one, one_mul] at h
  exact div_nonneg h (sq_nonneg _)
```

## The data $(1,0,-1)$ with divisor $N-t$

Here $N=3$ and $\bar x=0$, so centring changes nothing. The lag sums are $S(0)=1+0+1=2$, $S(1)=0+0=0$ and $S(2)=-1$, and the divisors are $3,2,1$, all positive. Thus $\tilde C(0)=2/3$, $\tilde C(1)=0$, $\tilde C(2)=-1$, and the Toeplitz matrix is
$$\tilde\Gamma=\begin{pmatrix}2/3&0&-1\\0&2/3&0\\-1&0&2/3\end{pmatrix}.$$
For $w=(1,0,1)$ one finds $\tilde\Gamma w=(-1/3,\,0,\,-1/3)$ and $w^{T}\tilde\Gamma w=-2/3$; for the unit vector $w/\sqrt2$ the value is $-1/3$. The corner entry rests on a single product and exceeds the diagonal in magnitude, so the bound on each lag fails here as well. With divisor $N$ the same data meet the hypothesis of `acov_posDef`, because the first sample is nonzero.

The theorem states four things: the first three values of `ramp`, the vanishing mean, the explicit matrix, and the failure of `PosSemidef`. It is a single example, showing that the divisor $N-t$ gives no general guarantee, and it says nothing about how often the failure occurs for long series. In the proof `hm` and `hc` remove the centring, `h0`, `h1`, `h2` evaluate the three lags, `hT` compares the nine entries, and `hq` tests the assumed semidefiniteness on `![1, 0, 1]`, where `norm_num` finds the inequality $0\le-2/3$ false.

```lean
/-- The data `1, 0, -1` have zero mean, and their lag sums divided by `N - t` form the stated
`3 × 3` Toeplitz matrix, which is not positive semidefinite. -/
theorem unbiased_not_posSemidef :
    (ramp 0 = 1 ∧ ramp 1 = 0 ∧ ramp 2 = -1) ∧ mean ramp 3 = 0 ∧
    toeplitz (acovUnbiased (centred ramp 3) 3) 3 = !![2/3, 0, -1; 0, 2/3, 0; -1, 0, 2/3] ∧
    ¬ (toeplitz (acovUnbiased (centred ramp 3) 3) 3).PosSemidef := by
  have hm : mean ramp 3 = 0 := by norm_num [mean, ramp, Finset.sum_range_succ]
  have hc : centred ramp 3 = ramp := by
    funext i
    simp only [centred, hm, sub_zero]
  have h0 : acovUnbiased ramp 3 0 = 2 / 3 := by
    simp only [acovUnbiased, lagSum, Finset.sum_filter, Finset.sum_range_succ, ramp]
    norm_num
  have h1 : acovUnbiased ramp 3 1 = 0 := by
    simp only [acovUnbiased, lagSum, Finset.sum_filter, Finset.sum_range_succ, ramp]
    norm_num
  have h2 : acovUnbiased ramp 3 2 = -1 := by
    simp only [acovUnbiased, lagSum, Finset.sum_filter, Finset.sum_range_succ, ramp]
    norm_num
  have hT : toeplitz (acovUnbiased (centred ramp 3) 3) 3
      = !![2/3, 0, -1; 0, 2/3, 0; -1, 0, 2/3] := by
    rw [hc]
    ext i j
    fin_cases i <;> fin_cases j <;>
      simp [toeplitz, Nat.dist, h0, h1, h2]
  refine ⟨by norm_num [ramp], hm, hT, fun h => ?_⟩
  -- the weights `(1, 0, 1)` give the value `-2/3`
  have hq := h.dotProduct_mulVec_nonneg ![1, 0, 1]
  rw [hT, star_trivial] at hq
  norm_num [dotProduct, mulVec, Fin.sum_univ_succ] at hq

end

end EmpiricalAutocovariance
```

```lean
#print axioms EmpiricalAutocovariance.acov_posDef
#print axioms EmpiricalAutocovariance.abs_acov_le
#print axioms EmpiricalAutocovariance.block_variance_nonneg
#print axioms EmpiricalAutocovariance.unbiased_not_posSemidef
```

```
'EmpiricalAutocovariance.acov_posDef' depends on axioms: [propext, Classical.choice, Quot.sound]
'EmpiricalAutocovariance.abs_acov_le' depends on axioms: [propext, Classical.choice, Quot.sound]
'EmpiricalAutocovariance.block_variance_nonneg' depends on axioms: [propext, Classical.choice, Quot.sound]
'EmpiricalAutocovariance.unbiased_not_posSemidef' depends on axioms: [propext, Classical.choice, Quot.sound]
```
